# Summed squared amplitudes between two degenerate levels do not depend on the basis

Diagonalise a Hamiltonian with a degenerate level, and the eigenvectors returned for that level are one orthonormal basis among infinitely many. Squared transition amplitudes computed from them inherit the arbitrariness. Two degenerate states may each couple to a third state with squared amplitude 1; after a rotation within the level, one couples with 2 and the other with 0. A table of such numbers could suggest a forbidden transition where there is only a different choice of eigenvectors.

The sum over both levels is free of this ambiguity. Let P and Q be the orthogonal projectors onto the levels, with orthonormal bases u_i and v_j, and let X be the transition operator. Then

Σ_ij |⟨u_i, X v_j⟩|² = tr(P X Q X†),

and the right-hand side contains no basis. For Hermitian X it equals tr(P X Q X) and is symmetric in the two levels.

## Levels as projectors on a finite state space

States are complex vectors with components labelled by a finite set `n`, and operators are square matrices. The finite sets `ι` and `κ` label the basis states of the two levels; `ι'` and `κ'` label those of a second choice of bases.

```lean
import Mathlib

open Matrix

namespace DegenerateLineStrength

noncomputable section

variable {n ι κ ι' κ' : Type*} [Fintype n] [DecidableEq n]
  [Fintype ι] [DecidableEq ι] [Fintype κ] [DecidableEq κ]
  [Fintype ι'] [DecidableEq ι'] [Fintype κ'] [DecidableEq κ']
```

The inner product ⟨a, b⟩ = Σ_k conj(a_k) b_k, conjugate-linear in the first argument, is written `star a ⬝ᵥ b`. A matrix acts on a vector through `*ᵥ`, and `ᴴ` is the dagger.

The structure below says what it means for the u_i to be a basis of the level:

P† = P,  P² = P,  ⟨u_i, u_j⟩ = δ_ij,  P u_i = u_i,

and every x with P x = x is a linear combination of the u_i. No Hamiltonian appears: a level is any subspace with its projector, and degeneracy is the physical reason for treating its states together.

```lean
/-- `P` is an orthogonal projector and the states `u i` form an orthonormal basis
of its range, the level. -/
structure IsLevelBasis (P : Matrix n n ℂ) (u : ι → n → ℂ) : Prop where
  hermitian : P.IsHermitian
  idempotent : P * P = P
  orthonormal : ∀ i j, star (u i) ⬝ᵥ u j = if i = j then 1 else 0
  mem : ∀ i, P *ᵥ u i = u i
  complete : ∀ x, P *ᵥ x = x → x ∈ Submodule.span ℂ (Set.range u)
```

The line strength is defined by the trace alone. It covers one operator X, such as one Cartesian component of a dipole moment or a spin operator coupled to a radio-frequency field. Populations, frequency factors and sums over polarisations are not included.

```lean
/-- The line strength of the transition operator `X` from the level with projector `Q` to the level
with projector `P`, written as a trace. -/
def lineStrength (P Q X : Matrix n n ℂ) : ℂ := (P * X * Q * Xᴴ).trace
```

## Expanding a projected state

Since P(P x) = P x, the vector P x lies in the level, so P x = Σ_i c_i u_i for some coefficients c_i. Taking the overlap with u_j gives

c_j = ⟨u_j, P x⟩ = ⟨P u_j, x⟩ = ⟨u_j, x⟩,

by orthonormality, hermiticity and P u_j = u_j in turn. Hence

P x = Σ_i ⟨u_i, x⟩ u_i.

In the proof, `h.complete` supplies the coefficients and `hcoef` identifies them; the inner step `h1` moves P onto u_j.

```lean
omit [DecidableEq n] in
/-- The projection of a vector `x` onto a level is the combination of the states of any orthonormal
basis of the level with their overlaps with `x` as coefficients. -/
theorem IsLevelBasis.expand {P : Matrix n n ℂ} {u : ι → n → ℂ}
    (h : IsLevelBasis P u) (x : n → ℂ) :
    P *ᵥ x = ∑ i, (star (u i) ⬝ᵥ x) • u i := by
  have hx : P *ᵥ (P *ᵥ x) = P *ᵥ x := by
    rw [Matrix.mulVec_mulVec, h.idempotent]
  obtain ⟨c, hc⟩ := (Submodule.mem_span_range_iff_exists_fun ℂ).1 (h.complete _ hx)
  -- orthonormality identifies the coefficients
  have hcoef : ∀ j, c j = star (u j) ⬝ᵥ x := by
    intro j
    have h1 : star (u j) ⬝ᵥ (P *ᵥ x) = star (u j) ⬝ᵥ x := by
      have h2 := Matrix.star_mulVec P (u j)
      rw [h.mem j, h.hermitian.eq] at h2
      rw [Matrix.dotProduct_mulVec, ← h2]
    rw [← h1, ← hc, dotProduct_sum]
    simp [dotProduct_smul, h.orthonormal]
  rw [← hc]
  exact Finset.sum_congr rfl fun i _ => by rw [hcoef i]
```

Apply this to the unit vector e_b and read off component a:

P_ab = Σ_i (u_i)_a conj((u_i)_b),

which is P = Σ_i |u_i⟩⟨u_i|. In Lean, `Pi.single b 1` is e_b and `vecMulVec` forms the outer product.

```lean
/-- The projector onto a level is the sum of the outer products of its basis states. -/
theorem IsLevelBasis.eq_sum_outer {P : Matrix n n ℂ} {u : ι → n → ℂ}
    (h : IsLevelBasis P u) : P = ∑ i, vecMulVec (u i) (star (u i)) := by
  ext a b
  have h1 := congrFun (h.expand (Pi.single b 1)) a
  simpa [Matrix.sum_apply, vecMulVec_apply, mul_comm] using h1
```

## The trace over a level

For any matrix A, inserting the outer products gives

tr(P A) = Σ_i Σ_ab (u_i)_a conj((u_i)_b) A_ba = Σ_i ⟨u_i, A u_i⟩.

The proof does the same: it substitutes for P, takes the sum over i out of the trace, and exchanges the two component sums.

```lean
/-- The trace of an operator restricted to a level is the sum of its expectation
values in the basis states. -/
theorem IsLevelBasis.trace_mul {P : Matrix n n ℂ} {u : ι → n → ℂ}
    (h : IsLevelBasis P u) (A : Matrix n n ℂ) :
    (P * A).trace = ∑ i, star (u i) ⬝ᵥ A *ᵥ u i := by
  conv_lhs => rw [h.eq_sum_outer]
  rw [Finset.sum_mul, Matrix.trace_sum]
  refine Finset.sum_congr rfl fun i _ => ?_
  simp only [Matrix.trace, Matrix.diag_apply, Matrix.mul_apply, vecMulVec_apply,
    dotProduct, Matrix.mulVec, Finset.mul_sum]
  rw [Finset.sum_comm]
  exact Finset.sum_congr rfl fun b _ => Finset.sum_congr rfl fun a _ => by ring
```

## From the trace to squared amplitudes

Take A = X Q X†. The trace formula gives

tr(P X Q X†) = Σ_i ⟨u_i, X Q X† u_i⟩.

Now expand Q X† u_i in the second basis:

Q X† u_i = Σ_j ⟨v_j, X† u_i⟩ v_j.

Each term of the resulting double sum is ⟨v_j, X† u_i⟩ ⟨u_i, X v_j⟩. The first factor is the complex conjugate of the second, so the product is |⟨u_i, X v_j⟩|².

The proof follows this order, with `hu.trace_mul` for the first level, `hv.expand` for the second and `hconj` for the conjugation. The left side of the theorem is a real number regarded as complex, so the trace is thereby shown to be real and non-negative. X need not be Hermitian, and the levels need not be orthogonal to each other; they may even coincide.

```lean
/-- For any transition operator `X`, the squared amplitudes from the basis states `v j` of one level
to the basis states `u i` of the other add up to the line strength. -/
theorem sum_amplitudes_eq_lineStrength {P Q : Matrix n n ℂ} {u : ι → n → ℂ}
    {v : κ → n → ℂ} (hu : IsLevelBasis P u) (hv : IsLevelBasis Q v)
    (X : Matrix n n ℂ) :
    ((∑ i, ∑ j, ‖star (u i) ⬝ᵥ X *ᵥ v j‖ ^ 2 : ℝ) : ℂ) = lineStrength P Q X := by
  symm
  simp only [Complex.ofReal_sum]
  have hassoc : P * X * Q * Xᴴ = P * (X * (Q * Xᴴ)) := by
    simp only [Matrix.mul_assoc]
  rw [lineStrength, hassoc, hu.trace_mul]
  refine Finset.sum_congr rfl fun i _ => ?_
  -- insert the basis of the second level
  rw [← Matrix.mulVec_mulVec, ← Matrix.mulVec_mulVec, hv.expand,
    Matrix.dotProduct_mulVec, dotProduct_sum]
  refine Finset.sum_congr rfl fun j _ => ?_
  -- the reverse amplitude is the complex conjugate
  have hconj : star (v j) ⬝ᵥ Xᴴ *ᵥ u i = star (star (u i) ⬝ᵥ X *ᵥ v j) := by
    rw [Matrix.dotProduct_mulVec, ← Matrix.star_mulVec, Matrix.star_dotProduct]
  rw [dotProduct_smul, ← Matrix.dotProduct_mulVec, smul_eq_mul, hconj,
    Complex.star_def, ← Complex.normSq_eq_conj_mul_self, Complex.normSq_eq_norm_sq]
```

For Hermitian X, replacing X† by X gives the familiar form.

```lean
/-- For a Hermitian transition operator, the squared amplitudes between two levels
add up to the trace of `P X Q X`. -/
theorem sum_amplitudes_eq_trace {P Q X : Matrix n n ℂ} {u : ι → n → ℂ}
    {v : κ → n → ℂ} (hu : IsLevelBasis P u) (hv : IsLevelBasis Q v)
    (hX : X.IsHermitian) :
    ((∑ i, ∑ j, ‖star (u i) ⬝ᵥ X *ᵥ v j‖ ^ 2 : ℝ) : ℂ) = (P * X * Q * X).trace := by
  rw [sum_amplitudes_eq_lineStrength hu hv X, lineStrength, hX.eq]
```

## Changing the bases and exchanging the levels

Two choices of bases give sums equal to the same trace, hence to each other. The Lean statement compares real numbers, and `Complex.ofReal_injective` carries the equality back from the complex trace.

```lean
/-- The summed squared amplitudes are the same for any two choices of orthonormal
bases of the two levels. -/
theorem sum_amplitudes_basis_independent {P Q : Matrix n n ℂ} {u : ι → n → ℂ}
    {v : κ → n → ℂ} {u' : ι' → n → ℂ} {v' : κ' → n → ℂ}
    (hu : IsLevelBasis P u) (hv : IsLevelBasis Q v)
    (hu' : IsLevelBasis P u') (hv' : IsLevelBasis Q v') (X : Matrix n n ℂ) :
    ∑ i, ∑ j, ‖star (u i) ⬝ᵥ X *ᵥ v j‖ ^ 2
      = ∑ i, ∑ j, ‖star (u' i) ⬝ᵥ X *ᵥ v' j‖ ^ 2 :=
  Complex.ofReal_injective ((sum_amplitudes_eq_lineStrength hu hv X).trans
    (sum_amplitudes_eq_lineStrength hu' hv' X).symm)
```

Exchange symmetry follows from the cyclic property of the trace:

tr((P X)(Q X)) = tr((Q X)(P X)).

This uses X† = X but no property of P or Q, so the theorem allows arbitrary matrices in their place. Hermiticity does matter: a spin raising operator can connect a lower state to an upper one with no amplitude in the reverse direction.

```lean
omit [DecidableEq n] in
/-- For a Hermitian transition operator, the line strength is unchanged when the
two levels are exchanged. -/
theorem lineStrength_symm (P Q : Matrix n n ℂ) {X : Matrix n n ℂ}
    (hX : X.IsHermitian) : lineStrength P Q X = lineStrength Q P X := by
  unfold lineStrength
  rw [hX.eq, Matrix.mul_assoc (P * X) Q X, Matrix.trace_mul_comm, ← Matrix.mul_assoc]
```

## Forbidden lines and the sum rule

A sum of non-negative terms is zero only if every term is zero. A vanishing line strength therefore means that every amplitude ⟨u_i, X v_j⟩ vanishes, in whichever orthonormal bases the two levels are written. For Hermitian X the reverse amplitudes ⟨v_j, X u_i⟩ then vanish too. A single vanishing amplitude to or from one basis state of a degenerate level carries no such meaning.

```lean
/-- The line strength vanishes exactly when every amplitude of `X` from a basis state `v j` of the
level of `Q` to a basis state `u i` of the level of `P` vanishes. -/
theorem lineStrength_eq_zero_iff {P Q : Matrix n n ℂ} {u : ι → n → ℂ}
    {v : κ → n → ℂ} (hu : IsLevelBasis P u) (hv : IsLevelBasis Q v)
    (X : Matrix n n ℂ) :
    lineStrength P Q X = 0 ↔ ∀ i j, star (u i) ⬝ᵥ X *ᵥ v j = 0 := by
  rw [← sum_amplitudes_eq_lineStrength hu hv X, Complex.ofReal_eq_zero,
    Finset.sum_eq_zero_iff_of_nonneg
      (fun i _ => Finset.sum_nonneg fun j _ => sq_nonneg _)]
  constructor
  · intro h i j
    have h1 := (Finset.sum_eq_zero_iff_of_nonneg (fun j _ => sq_nonneg _)).1
      (h i (Finset.mem_univ i)) j (Finset.mem_univ j)
    exact norm_eq_zero.1 ((pow_eq_zero_iff two_ne_zero).1 h1)
  · intro h i _
    exact Finset.sum_eq_zero fun j _ => by rw [h i j]; simp
```

Let X take states of several levels, with projectors Q_k, to the level of P. If the Q_k add up to the identity, linearity gives

Σ_k tr(P X Q_k X†) = tr(P X X†).

The proof moves the sum inside the trace and uses `hQ`. In the Lean statement `κ` now labels the matrices Q_k, not the basis states of one level. The theorem needs only that these matrices add up to the identity. When they are the projectors onto all levels of the system, the level of P is among them, so the total includes the strength within that level.

```lean
omit [DecidableEq κ] in
/-- Sum rule: if the matrices `Q k` add up to the identity, the line strengths `lineStrength P (Q k)
X` add up to the trace of `P X X†`. -/
theorem lineStrength_sum_rule (P X : Matrix n n ℂ) (Q : κ → Matrix n n ℂ)
    (hQ : ∑ k, Q k = 1) :
    ∑ k, lineStrength P (Q k) X = (P * X * Xᴴ).trace := by
  simp only [lineStrength]
  rw [← Matrix.trace_sum, ← Finset.sum_mul, ← Finset.mul_sum, hQ, mul_one]
```

## A doubly degenerate level with strength 2

Let the first level be spanned by the first two unit vectors of a three-state system, and take the rotated basis

u_1 = (3/5, 4/5, 0),  u_2 = (−4/5, 3/5, 0).

The second level is v = (0, 0, 1), and X couples v equally to the first two unit vectors, so X v = (1, 1, 0). The amplitudes are

⟨u_1, X v⟩ = 7/5,  ⟨u_2, X v⟩ = −1/5,

and their squares add up to 49/25 + 1/25 = 2. The unrotated basis gives 1 + 1 = 2. With (1, 1, 0)/√2 and (1, −1, 0)/√2 the squares are 2 and 0, the misleading table described at the start.

The theorem below confirms that the rotated pair u_1, u_2 and the single vector v are level bases, that X is Hermitian and that the trace is 2. Lean numbers the components from 0. Most of the proof checks entries one by one; for completeness of the rotated basis it supplies the coefficients

3/5 x_0 + 4/5 x_1 and −4/5 x_0 + 3/5 x_1.

```lean
/-- A doubly degenerate level with a rotated basis and a single third state are levels
in the above sense, and a Hermitian operator couples them with line strength 2. -/
theorem isLevelBasis_witness :
    IsLevelBasis (!![1, 0, 0; 0, 1, 0; 0, 0, 0] : Matrix (Fin 3) (Fin 3) ℂ)
      (![![3/5, 4/5, 0], ![-4/5, 3/5, 0]] : Fin 2 → Fin 3 → ℂ) ∧
    IsLevelBasis (!![0, 0, 0; 0, 0, 0; 0, 0, 1] : Matrix (Fin 3) (Fin 3) ℂ)
      (![![0, 0, 1]] : Fin 1 → Fin 3 → ℂ) ∧
    (!![0, 0, 1; 0, 0, 1; 1, 1, 0] : Matrix (Fin 3) (Fin 3) ℂ).IsHermitian ∧
    lineStrength !![1, 0, 0; 0, 1, 0; 0, 0, 0] !![0, 0, 0; 0, 0, 0; 0, 0, 1]
      (!![0, 0, 1; 0, 0, 1; 1, 1, 0] : Matrix (Fin 3) (Fin 3) ℂ) = 2 := by
  refine ⟨⟨?_, ?_, ?_, ?_, ?_⟩, ⟨?_, ?_, ?_, ?_, ?_⟩, ?_, ?_⟩
  · ext i j; fin_cases i <;> fin_cases j <;> simp
  · ext i j; fin_cases i <;> fin_cases j <;> simp [Matrix.mul_apply, Fin.sum_univ_three]
  · intro i j
    have h3 : (starRingEnd ℂ) 3 = 3 := by apply Complex.ext <;> simp
    have h4 : (starRingEnd ℂ) 4 = 4 := by apply Complex.ext <;> simp
    have h5 : (starRingEnd ℂ) 5 = 5 := by apply Complex.ext <;> simp
    fin_cases i <;> fin_cases j <;>
      simp [dotProduct, Fin.sum_univ_three, h3, h4, h5] <;> norm_num
  · intro i; ext a
    fin_cases i <;> fin_cases a <;> simp [Matrix.mulVec, dotProduct, Fin.sum_univ_three]
  · intro x hx
    have h2 : x 2 = 0 := by
      simpa [Matrix.mulVec, dotProduct, Fin.sum_univ_three] using (congrFun hx 2).symm
    refine (Submodule.mem_span_range_iff_exists_fun ℂ).2
      ⟨![3/5 * x 0 + 4/5 * x 1, -4/5 * x 0 + 3/5 * x 1], ?_⟩
    ext a; fin_cases a <;> simp [Fin.sum_univ_two, h2] <;> ring
  · ext i j; fin_cases i <;> fin_cases j <;> simp
  · ext i j; fin_cases i <;> fin_cases j <;> simp [Matrix.mul_apply, Fin.sum_univ_three]
  · intro i j
    fin_cases i; fin_cases j; simp [dotProduct, Fin.sum_univ_three]
  · intro i; ext a
    fin_cases i; fin_cases a <;> simp [Matrix.mulVec, dotProduct, Fin.sum_univ_three]
  · intro x hx
    have h0 : x 0 = 0 := by
      simpa [Matrix.mulVec, dotProduct, Fin.sum_univ_three] using (congrFun hx 0).symm
    have h1 : x 1 = 0 := by
      simpa [Matrix.mulVec, dotProduct, Fin.sum_univ_three] using (congrFun hx 1).symm
    refine (Submodule.mem_span_range_iff_exists_fun ℂ).2 ⟨![x 2], ?_⟩
    ext a; fin_cases a <;> simp [h0, h1]
  · ext i j; fin_cases i <;> fin_cases j <;> simp
  · have hX : (!![0, 0, 1; 0, 0, 1; 1, 1, 0] : Matrix (Fin 3) (Fin 3) ℂ)ᴴ
        = !![0, 0, 1; 0, 0, 1; 1, 1, 0] := by
      ext i j; fin_cases i <;> fin_cases j <;> simp
    rw [lineStrength, hX]
    simp [Matrix.trace, Fin.sum_univ_three]
    norm_num

end

end DegenerateLineStrength
```

```lean
#print axioms DegenerateLineStrength.sum_amplitudes_eq_trace
#print axioms DegenerateLineStrength.sum_amplitudes_basis_independent
#print axioms DegenerateLineStrength.lineStrength_eq_zero_iff
#print axioms DegenerateLineStrength.lineStrength_sum_rule
```

```
'DegenerateLineStrength.sum_amplitudes_eq_trace' depends on axioms: [propext, Classical.choice, Quot.sound]
'DegenerateLineStrength.sum_amplitudes_basis_independent' depends on axioms: [propext, Classical.choice, Quot.sound]
'DegenerateLineStrength.lineStrength_eq_zero_iff' depends on axioms: [propext, Classical.choice, Quot.sound]
'DegenerateLineStrength.lineStrength_sum_rule' depends on axioms: [propext, Classical.choice, Quot.sound]
```

## Computing the strength from eigenvectors

In a program that diagonalises a finite spin Hamiltonian or a truncated electronic one, the projectors need not be formed. Put the orthonormal eigenvectors of the two levels into the columns of matrices U and V, compute

M = U† X V,

and add the squared moduli of its entries. In NumPy this is `np.sum(np.abs(U.conj().T @ X @ V)**2)`. A different orthonormal basis of either level multiplies M by a unitary matrix on one side, which leaves the sum unchanged.

Two conditions need attention. All members of a degenerate level must be included, which in floating-point arithmetic means grouping eigenvalues within a tolerance. The columns must also be orthonormal: a Hermitian eigensolver returns them so up to rounding, while a general one need not do so inside a degenerate eigenspace. This form of the condition assumes components in an orthonormal underlying basis. In a non-orthogonal basis with overlap matrix S it reads U† S U = 1 and V† S V = 1, with X the matrix of elements of the operator between the basis functions. When results from two programs are compared for the same Hamiltonian and the same operator X, the summed strengths are then the quantities that should agree, even where the individual amplitudes differ.
